# The linear response of smeared occupations at fixed electron number is minus a weighted covariance

A weak static perturbation shifts the levels of a metal with smeared occupations. Electrons are redistributed among the levels, and the Fermi level moves so that their number stays the same. How much does this motion change the response compared with a frozen Fermi level?

## Fixed-number and frozen-level responses

Let finitely many levels $e_i + s v_i$ have occupations $f(e_i + s v_i - \mu(s))$, where $s$ is the perturbation strength and $\mu(s)$ the Fermi level. Assume that $f' < 0$ everywhere, so a higher level is always less occupied, and that $\mu$ is differentiable at $s=0$. Write

$$g_i = -f'(e_i - \mu(0)), \qquad m = \frac{\sum_i g_i v_i}{\sum_i g_i}.$$

At $s=0$ the derivative of $\sum_i v_i f_i$ is

$$-\sum_i g_i (v_i - m)^2 \quad\text{at fixed number},$$
$$-\sum_i g_i (v_i - m)^2 - m^2 \sum_i g_i \quad\text{at frozen Fermi level } \mu(0).$$

The motion of the Fermi level therefore reduces the magnitude by $m^2\sum_i g_i$.

## The Fermi-level shift in Sternheimer codes

In a Sternheimer calculation for a metal, a lattice-periodic perturbation can move the Fermi level at first order. For finitely many levels with fixed orbitals, the covariance formula derived below gives the occupation part of the response at fixed electron number, with $v_i$ the first-order level shifts. It suggests two checks on that part: a uniform shift must give zero, and, if the potential induced by the response is left out, exchanging perturbation and observable must leave the result unchanged. With the induced potential included, orbital mixing also enters the level shifts, and in general only the total response keeps this symmetry.

## From the chain rule to a covariance

For level values $w_i$, let $O_w(s) = \sum_i w_i f(e_i + s v_i - \mu(s))$. The chain rule gives

$$O_w'(0) = -\sum_i g_i w_i\,(v_i - \mu'(0)).$$

For $w_i = 1$, $O_w$ is the constant electron number, so $0 = \sum_i g_i v_i - \mu'(0)\sum_i g_i$. Since $\sum_i g_i > 0$, $\mu'(0) = m$.

By the definition of $m$, $\sum_i g_i (v_i - m) = 0$. Subtracting the weighted mean $\bar w$ from $w_i$ therefore changes nothing:

$$O_w'(0) = -\sum_i g_i (w_i - \bar w)(v_i - m).$$

Setting $w = v$ gives the fixed-number formula. It vanishes only if every $v_i = m$, because each $g_i > 0$; conversely, a uniform $v$ equals its mean.

With the Fermi level frozen, $\mu'(0)=0$ and the response is $-\sum_i g_i v_i^2$. Writing $v_i = (v_i - m) + m$ and dropping the vanishing cross term gives the second formula.

For reciprocity, $\sum_i f(e_i - \mu)$ increases strictly with $\mu$. Equal electron numbers thus imply equal unperturbed Fermi levels and equal $g_i$, and the covariance is symmetric in $w$ and $v$.

## Definitions and proofs in Lean

```lean
import Mathlib

open Finset

namespace FixedNumberResponse

noncomputable section

variable {ι : Type*} [Fintype ι] {f f' μ : ℝ → ℝ}

/-- The observable `∑ w_i f_i` when the levels `e_i + s v_i` are filled by the occupation
function `f` up to the Fermi level `μ(s)`. -/
def observable (f : ℝ → ℝ) (e v : ι → ℝ) (μ : ℝ → ℝ) (w : ι → ℝ) (s : ℝ) : ℝ :=
  ∑ i, w i * f (e i + s * v i - μ s)

/-- The Fermi-surface weight `g_i = -f'(e_i - μ₀)` of a level, with `f'` the slope of the
occupation function. -/
def weight (f' : ℝ → ℝ) (e : ι → ℝ) (μ₀ : ℝ) (i : ι) : ℝ := -f' (e i - μ₀)

/-- The `g`-weighted mean of a level quantity, for weights whose sum is not zero. -/
def mean (g v : ι → ℝ) : ℝ := (∑ i, g i * v i) / ∑ i, g i

/-- The unnormalised `g`-weighted covariance of two level quantities, for weights whose sum
is not zero. -/
def cov (g w v : ι → ℝ) : ℝ := ∑ i, g i * (w i - mean g w) * (v i - mean g v)

/-- If the occupation function has negative slope everywhere and there is at least one level,
the total Fermi-surface weight is positive. -/
theorem sum_weight_pos [Nonempty ι] (e : ι → ℝ) (μ₀ : ℝ) (hneg : ∀ x, f' x < 0) :
    0 < ∑ i, weight f' e μ₀ i :=
  Finset.sum_pos (fun _ _ => neg_pos.mpr (hneg _)) Finset.univ_nonempty

/-- Weighted deviations from the weighted mean add up to zero when the total weight is not
zero. -/
theorem sum_deviation (g v : ι → ℝ) (hG : ∑ i, g i ≠ 0) :
    ∑ i, g i * (v i - mean g v) = 0 := by
  have h : mean g v * ∑ i, g i = ∑ i, g i * v i := div_mul_cancel₀ _ hG
  have h2 : ∑ i, g i * (v i - mean g v) = ∑ i, g i * v i - mean g v * ∑ i, g i := by
    rw [Finset.mul_sum, ← Finset.sum_sub_distrib]
    exact Finset.sum_congr rfl fun i _ => by ring
  rw [h2, h, sub_self]

/-- When the total weight is not zero, it is enough to centre one of the two quantities in
the covariance. -/
theorem cov_eq (g w v : ι → ℝ) (hG : ∑ i, g i ≠ 0) :
    cov g w v = ∑ i, g i * w i * (v i - mean g v) := by
  have h : cov g w v = ∑ i, g i * w i * (v i - mean g v)
      - mean g w * ∑ i, g i * (v i - mean g v) := by
    unfold cov
    rw [Finset.mul_sum, ← Finset.sum_sub_distrib]
    exact Finset.sum_congr rfl fun i _ => by ring
  rw [h, sum_deviation g v hG, mul_zero, sub_zero]

/-- Linear response at `s = 0` for a differentiable occupation function and a Fermi level that moves
at rate `μ'` there: each level responds to its shift relative to the Fermi level. -/
theorem hasDerivAt_observable (e v w : ι → ℝ) {μ' : ℝ}
    (hf : ∀ x, HasDerivAt f (f' x) x) (hμ : HasDerivAt μ μ' 0) :
    HasDerivAt (observable f e v μ w)
      (-∑ i, weight f' e (μ 0) i * w i * (v i - μ')) 0 := by
  have h : ∀ i ∈ (Finset.univ : Finset ι),
      HasDerivAt (fun s => w i * f (e i + s * v i - μ s))
        (w i * (f' (e i - μ 0) * (v i - μ'))) 0 := by
    intro i _
    have hx : HasDerivAt (fun s : ℝ => e i + s * v i - μ s) (v i - μ') 0 :=
      ((((hasDerivAt_id' (0 : ℝ)).mul_const (v i)).const_add (e i)).fun_sub hμ).congr_deriv
        (by ring)
    have hy : HasDerivAt f (f' (e i - μ 0)) (e i + 0 * v i - μ 0) := by
      have h0 : e i + 0 * v i - μ 0 = e i - μ 0 := by ring
      rw [h0]
      exact hf _
    exact (hy.comp (0 : ℝ) hx).const_mul (w i)
  have hs := HasDerivAt.fun_sum h
  have hs' : HasDerivAt (observable f e v μ w)
      (∑ i, w i * (f' (e i - μ 0) * (v i - μ'))) 0 := hs
  refine hs'.congr_deriv ?_
  rw [← Finset.sum_neg_distrib]
  exact Finset.sum_congr rfl fun i _ => by unfold weight; ring

/-- Response at fixed electron number: for an occupation function of negative slope and a
Fermi level differentiable at `s = 0`, the observable `w` responds to the perturbation `v`
with minus their covariance over the Fermi-surface weights. -/
theorem fixed_number_response [Nonempty ι] (e v w : ι → ℝ) {N : ℝ}
    (hf : ∀ x, HasDerivAt f (f' x) x) (hneg : ∀ x, f' x < 0)
    (hμ : DifferentiableAt ℝ μ 0) (hN : ∀ s, ∑ i, f (e i + s * v i - μ s) = N) :
    HasDerivAt (observable f e v μ w) (-cov (weight f' e (μ 0)) w v) 0 := by
  have hG := sum_weight_pos e (μ 0) hneg
  -- The electron number is the observable with `w = 1`, and its derivative vanishes.
  have hc : observable f e v μ (fun _ => 1) = fun _ => N := by
    funext s
    simp only [observable, one_mul]
    exact hN s
  have h1 := hasDerivAt_observable e v (fun _ => 1) hf hμ.hasDerivAt
  rw [hc] at h1
  have hz := h1.unique (hasDerivAt_const (0 : ℝ) N)
  -- This fixes the rate at which the Fermi level moves.
  have hm : deriv μ 0 = mean (weight f' e (μ 0)) v := by
    unfold mean
    rw [eq_div_iff hG.ne']
    have h2 : ∑ i, weight f' e (μ 0) i * 1 * (v i - deriv μ 0)
        = ∑ i, weight f' e (μ 0) i * v i - deriv μ 0 * ∑ i, weight f' e (μ 0) i := by
      rw [Finset.mul_sum, ← Finset.sum_sub_distrib]
      exact Finset.sum_congr rfl fun i _ => by ring
    linarith
  refine (hasDerivAt_observable e v w hf hμ.hasDerivAt).congr_deriv ?_
  rw [cov_eq _ w v hG.ne', hm]

/-- At fixed electron number, with an occupation function of negative slope and a Fermi level
differentiable at `s = 0`, the derivative of `∑ v_i f_i` is `-∑ g_i (v_i - m)²`, where `m` is
the weighted mean of `v`. -/
theorem self_response [Nonempty ι] (e v : ι → ℝ) {N : ℝ}
    (hf : ∀ x, HasDerivAt f (f' x) x) (hneg : ∀ x, f' x < 0)
    (hμ : DifferentiableAt ℝ μ 0) (hN : ∀ s, ∑ i, f (e i + s * v i - μ s) = N) :
    HasDerivAt (observable f e v μ v)
      (-∑ i, weight f' e (μ 0) i * (v i - mean (weight f' e (μ 0)) v) ^ 2) 0 := by
  refine (fixed_number_response e v v hf hneg hμ hN).congr_deriv ?_
  unfold cov
  exact congrArg Neg.neg (Finset.sum_congr rfl fun i _ => by ring)

/-- With the Fermi level frozen at `μ₀` and an occupation function of negative slope, the
derivative of `∑ v_i f_i` is `-(∑ g_i (v_i - m)² + m² ∑ g_i)`. -/
theorem fixed_level_response [Nonempty ι] (e v : ι → ℝ) (μ₀ : ℝ)
    (hf : ∀ x, HasDerivAt f (f' x) x) (hneg : ∀ x, f' x < 0) :
    HasDerivAt (observable f e v (fun _ => μ₀) v)
      (-(∑ i, weight f' e μ₀ i * (v i - mean (weight f' e μ₀) v) ^ 2
        + mean (weight f' e μ₀) v ^ 2 * ∑ i, weight f' e μ₀ i)) 0 := by
  have h : HasDerivAt (observable f e v (fun _ => μ₀) v)
      (-∑ i, weight f' e μ₀ i * v i * (v i - 0)) 0 :=
    hasDerivAt_observable e v v hf (hasDerivAt_const (0 : ℝ) μ₀)
  refine h.congr_deriv ?_
  have hd := sum_deviation (weight f' e μ₀) v (sum_weight_pos e μ₀ hneg).ne'
  generalize mean (weight f' e μ₀) v = m at hd ⊢
  -- Split `v = (v - m) + m`; the cross term vanishes.
  have hsplit : ∑ i, weight f' e μ₀ i * v i * (v i - 0)
      = ∑ i, weight f' e μ₀ i * (v i - m) ^ 2 + m ^ 2 * ∑ i, weight f' e μ₀ i
        + 2 * m * ∑ i, weight f' e μ₀ i * (v i - m) := by
    rw [Finset.mul_sum, Finset.mul_sum, ← Finset.sum_add_distrib, ← Finset.sum_add_distrib]
    exact Finset.sum_congr rfl fun i _ => by ring
  rw [hsplit, hd, mul_zero, add_zero]

/-- At fixed electron number, with an occupation function of negative slope and a Fermi level
differentiable at `s = 0`, the response of `∑ v_i f_i` vanishes exactly when `v` shifts all
levels equally. -/
theorem self_response_eq_zero_iff [Nonempty ι] (e v : ι → ℝ) {N : ℝ}
    (hf : ∀ x, HasDerivAt f (f' x) x) (hneg : ∀ x, f' x < 0)
    (hμ : DifferentiableAt ℝ μ 0) (hN : ∀ s, ∑ i, f (e i + s * v i - μ s) = N) :
    deriv (observable f e v μ v) 0 = 0 ↔ ∀ i j, v i = v j := by
  have hg : ∀ i, 0 < weight f' e (μ 0) i := fun i => neg_pos.mpr (hneg _)
  have hG := sum_weight_pos e (μ 0) hneg
  have hd := sum_deviation (weight f' e (μ 0)) v hG.ne'
  rw [(self_response e v hf hneg hμ hN).deriv, neg_eq_zero,
    Finset.sum_eq_zero_iff_of_nonneg (fun i _ => mul_nonneg (hg i).le (sq_nonneg _))]
  constructor
  · intro h
    have key : ∀ k, v k = mean (weight f' e (μ 0)) v := fun k =>
      sub_eq_zero.mp ((pow_eq_zero_iff two_ne_zero).mp
        ((mul_eq_zero.mp (h k (Finset.mem_univ k))).resolve_left (hg k).ne'))
    exact fun i j => (key i).trans (key j).symm
  · intro h i _
    have h1 : (∑ k, weight f' e (μ 0) k) * (v i - mean (weight f' e (μ 0)) v)
        = ∑ k, weight f' e (μ 0) k * (v k - mean (weight f' e (μ 0)) v) := by
      rw [Finset.sum_mul]
      exact Finset.sum_congr rfl fun k _ => by rw [h i k]
    have h2 := (mul_eq_zero.mp (h1.trans hd)).resolve_left hG.ne'
    rw [h2]
    ring

/-- Reciprocity at fixed electron number: for an occupation function of negative slope and
Fermi levels differentiable at `s = 0`, `w` responds to the perturbation `v` as `v` responds
to the perturbation `w`, if both systems hold the same number of electrons. -/
theorem reciprocity [Nonempty ι] (e v w : ι → ℝ) {ν : ℝ → ℝ} {N : ℝ}
    (hf : ∀ x, HasDerivAt f (f' x) x) (hneg : ∀ x, f' x < 0)
    (hμ : DifferentiableAt ℝ μ 0) (hμN : ∀ s, ∑ i, f (e i + s * v i - μ s) = N)
    (hν : DifferentiableAt ℝ ν 0) (hνN : ∀ s, ∑ i, f (e i + s * w i - ν s) = N) :
    deriv (observable f e v μ w) 0 = deriv (observable f e w ν v) 0 := by
  have hanti : StrictAnti f :=
    strictAnti_of_deriv_neg fun x => by rw [(hf x).deriv]; exact hneg x
  -- A larger Fermi level holds more electrons, so the unperturbed Fermi levels agree.
  have hlt : ∀ a b : ℝ, a < b → ∑ i, f (e i - a) < ∑ i, f (e i - b) := fun a b hab =>
    Finset.sum_lt_sum_of_nonempty Finset.univ_nonempty fun i _ => hanti (by linarith)
  have ha := hμN 0
  have hb := hνN 0
  simp only [zero_mul, add_zero] at ha hb
  have h0 : μ 0 = ν 0 := by
    rcases lt_trichotomy (μ 0) (ν 0) with h | h | h
    · exact absurd (ha.trans hb.symm) (hlt _ _ h).ne
    · exact h
    · exact absurd (hb.trans ha.symm) (hlt _ _ h).ne
  rw [(fixed_number_response e v w hf hneg hμ hμN).deriv,
    (fixed_number_response e w v hf hneg hν hνN).deriv, h0]
  unfold cov
  exact congrArg Neg.neg (Finset.sum_congr rfl fun i _ => by ring)

end

end FixedNumberResponse
```

```lean
#print axioms FixedNumberResponse.fixed_number_response
-- 'FixedNumberResponse.fixed_number_response' depends on axioms: [propext, Classical.choice, Quot.sound]
#print axioms FixedNumberResponse.fixed_level_response
-- 'FixedNumberResponse.fixed_level_response' depends on axioms: [propext, Classical.choice, Quot.sound]
#print axioms FixedNumberResponse.self_response_eq_zero_iff
-- 'FixedNumberResponse.self_response_eq_zero_iff' depends on axioms: [propext, Classical.choice, Quot.sound]
#print axioms FixedNumberResponse.reciprocity
-- 'FixedNumberResponse.reciprocity' depends on axioms: [propext, Classical.choice, Quot.sound]
```

## Reading the theorems

The finite type `ι` labels the levels, and `Nonempty ι` requires at least one. `observable` is $O_w$, `weight` is $g_i$ and `mean` is the weighted mean; `cov` is not divided by $\sum_i g_i$. The function `f'` is tied to `f` by `hf`, and `hN` fixes the electron number for every real $s$. `HasDerivAt` says that the observable is differentiable at $s=0$ with the stated slope.

`hasDerivAt_observable` is the chain rule. In `fixed_number_response`, `h1.unique` equates the two derivatives of the electron number, `hm` solves for $\mu'(0)$, and `cov_eq` centres $w$ using `sum_deviation`. `self_response` sets $w=v$; `fixed_level_response` splits the square in `hsplit`. `self_response_eq_zero_iff` uses the fact that a sum of nonnegative terms vanishes only term by term, and `reciprocity` compares the Fermi levels by `lt_trichotomy`.

## Fixed orbitals and monotone smearing

The step left to the user is the reduction of a real perturbation to level shifts $v_i$ with fixed orbitals: orbital mixing adds its own response. The existence of $\mu(s)$ and its differentiability at zero are assumed.

Weakening $f' < 0$ to $f' \le 0$ breaks the vanishing criterion, even with $\sum_i g_i > 0$. Let $f$ be $1$ below $-1$, $0$ above $1$, and $\tfrac12(1 - \sin(\pi x/2))$ between. Take $e = (-3, 0)$, $v = (1, 0)$ and electron number $N = 3/2$. Then $\mu(s) = 0$ works for $|s| < 1$, and continuity of $f$ supplies a Fermi level for every other $s$. The response at $s=0$ is zero, yet $v$ is not uniform. Methfessel–Paxton smearing of first or higher order also violates $f' < 0$, since its occupations are not monotone.
